# The mean of \(r^{-4}\) in circular hydrogenic states with \(l\ge 1\), and the first-order core-polarisation shift

The circular state is represented here by an unnormalised reduced radial function, so every average is a quotient of two integrals over the distance \(r>0\). A normalisation constant would cancel from that quotient. Because the function is the reduced one, \(P(r)=r\,R(r)\) with \(R\) the ordinary radial function, the volume factor \(r^2\) is already contained in \(P^2\) and the integrals carry no further weight. The angular part is normalised and drops out of the average of any function of \(r\) alone.

For a point charge \(Z>0\) and the circular state with orbital angular momentum \(l\ge 1\) and principal quantum number \(n=l+1\), the result is

\[
\langle r^{-4}\rangle=\frac{\bigl(2Z/(l+1)\bigr)^4}{(2l-1)(2l)(2l+1)(2l+2)} .
\]

This average fixes how strongly the level of an electron in a circular Rydberg state responds to the polarisability of the ionic core, in a model with one electron, a point-like core and first-order perturbation theory. Atomic units are used throughout.

```lean
import Mathlib

open MeasureTheory Set Filter

namespace CircularStatePolarisation

noncomputable section
```

## The circular state and its averages

A circular state has the largest angular momentum allowed by its principal quantum number, \(n=l+1\). Its radial function has no nodes:

\[
P_l(r)=r^{l+1}e^{-Zr/(l+1)} .
\]

The code takes this function as its starting point; that it solves the radial Coulomb equation with energy \(-Z^2/(2(l+1)^2)\) is seen by differentiating it twice by hand. In `circularRadial`, the charge `Z` is a real number and `l` a natural number. For a Rydberg electron, \(Z\) is the net charge of the core, which is 1 in a neutral atom.

```lean
/-- Unnormalised reduced radial function of the circular state `n = l + 1` in the Coulomb
field of charge `Z`, in atomic units. -/
def circularRadial (Z : ℝ) (l : ℕ) (r : ℝ) : ℝ :=
  r ^ (l + 1) * Real.exp (-(Z * r / ((l : ℝ) + 1)))
```

Squaring \(P_l\) doubles the rate in the exponent, so the radial density decays at the rate

\[
a_l=\frac{2Z}{l+1}.
\]

```lean
/-- Exponential decay rate `2Z/(l+1)` of the radial density of the circular state. -/
def decayRate (Z : ℝ) (l : ℕ) : ℝ := 2 * Z / ((l : ℝ) + 1)
```

The mean of \(r^{-4}\) is the normalised quotient

\[
\langle r^{-4}\rangle=\frac{\int_0^\infty P_l(r)^2\,r^{-4}\,dr}{\int_0^\infty P_l(r)^2\,dr}.
\]

In Lean the range of integration is `Ioi (0 : ℝ)`, the open half-line \(r>0\).

```lean
/-- Mean value of `r⁻⁴` in the circular state, for `Z > 0` and `l ≥ 1`. -/
def inverseFourthMean (Z : ℝ) (l : ℕ) : ℝ :=
  (∫ r in Ioi (0 : ℝ), circularRadial Z l r ^ 2 / r ^ 4) /
    ∫ r in Ioi (0 : ℝ), circularRadial Z l r ^ 2
```

## The polarisation potential

An electron at distance \(r\) produces a field of strength \(1/r^2\) at the core. A core with dipole polarisability \(\alpha\) responds with an induced dipole \(\alpha/r^2\), and the energy of this response is

\[
V(r)=-\frac12\,\alpha\left(\frac1{r^2}\right)^2=-\frac{\alpha}{2r^4}.
\]

The potential is postulated in the code. It stands for a core that follows the electron adiabatically and has no extent of its own. Core penetration, exchange, higher multipoles and any short-range cut-off are left out.

```lean
/-- Potential energy `-α/(2r⁴)` of an electron at distance `r > 0` from a core with dipole
polarisability `α`. -/
def polarisationPotential (α r : ℝ) : ℝ := -(α / (2 * r ^ 4))
```

The first-order energy shift is the expectation value of \(V\),

\[
\Delta E=\frac{\int_0^\infty P_l\,V\,P_l\,dr}{\int_0^\infty P_l^2\,dr}.
\]

This is the definition of `polarisationShift`. Since \(V\) is central, it does not couple the degenerate hydrogenic states of different \(l\) or different magnetic quantum number, and a single expectation value suffices.

```lean
/-- First-order energy shift of the circular state due to the core-polarisation potential,
for `Z > 0` and `l ≥ 1`. -/
def polarisationShift (α Z : ℝ) (l : ℕ) : ℝ :=
  (∫ r in Ioi (0 : ℝ),
      circularRadial Z l r * (polarisationPotential α r * circularRadial Z l r)) /
    ∫ r in Ioi (0 : ℝ), circularRadial Z l r ^ 2
```

## Both integrals as factorials

For \(Z>0\) the rate \(a_l\) is a quotient of positive numbers, so it is positive.

```lean
/-- The decay rate is positive for an attractive nucleus. -/
theorem decayRate_pos {Z : ℝ} (hZ : 0 < Z) (l : ℕ) : 0 < decayRate Z l := by
  unfold decayRate
  positivity
```

The density is a single power times an exponential:

\[
P_l(r)^2=r^{2(l+1)}e^{-2Zr/(l+1)}=r^{2l+2}e^{-a_l r}.
\]

The proof squares the two factors separately and then compares the powers and the exponents.

```lean
/-- The radial density of the circular state is a single power times an exponential. -/
theorem circularRadial_sq (Z : ℝ) (l : ℕ) (r : ℝ) :
    circularRadial Z l r ^ 2 = r ^ (2 * l + 2) * Real.exp (-(decayRate Z l * r)) := by
  unfold circularRadial decayRate
  rw [mul_pow, ← pow_mul, ← Real.exp_nat_mul]
  congr 1
  · ring
  · congr 1
    push_cast
    ring
```

Every integral needed has the same form. For a natural number \(k\) and a rate \(a>0\), the substitution \(t=ar\) gives

\[
\int_0^\infty r^k e^{-ar}\,dr=\frac1{a^{k+1}}\int_0^\infty t^k e^{-t}\,dt=\frac{k!}{a^{k+1}},
\]

where the last step is \(k\) integrations by parts. Lean starts from Mathlib's Gamma integral, which allows real exponents. It replaces \(\Gamma(k+1)\) by \(k!\) and turns the real powers into natural ones.

```lean
/-- For `a > 0` the integral of `r ^ k * exp (-(a * r))` over `r > 0` is `k! / a ^ (k + 1)`. -/
theorem integral_pow_mul_exp (k : ℕ) {a : ℝ} (ha : 0 < a) :
    ∫ r in Ioi (0 : ℝ), r ^ k * Real.exp (-(a * r)) = (k.factorial : ℝ) / a ^ (k + 1) := by
  have h := Real.integral_rpow_mul_exp_neg_mul_Ioi
    (show (0 : ℝ) < (k : ℝ) + 1 by positivity) ha
  have e : (1 / a) ^ ((k : ℝ) + 1) = 1 / a ^ (k + 1) := by
    rw [← Nat.cast_succ, Real.rpow_natCast, one_div_pow]
  rw [e, Real.Gamma_nat_eq_factorial] at h
  simp only [add_sub_cancel_right, Real.rpow_natCast] at h
  rw [h]
  ring
```

The norm integral is the case of power \(2l+2\), with value \((2l+2)!/a_l^{2l+3}\). The normalised density is therefore \(a_l^{2l+3}r^{2l+2}e^{-a_l r}/(2l+2)!\).

For the other integral, write \(l=k+1\) with \(k\ge 0\), which keeps all exponents natural without subtraction. Dividing the density by \(r^4\) leaves \(r^{2k}e^{-a_{k+1}r}\), hence

\[
\int_0^\infty \frac{P_{k+1}(r)^2}{r^4}\,dr=\frac{(2k)!}{a_{k+1}^{2k+1}} .
\]

The cancellation of \(r^4\) needs \(r\ne 0\). `setIntegral_congr_fun` supplies this, because it compares the integrands only on \(r>0\).

```lean
/-- The `r⁻⁴` integral of the unnormalised circular state with angular momentum `k + 1`. -/
theorem integral_inverse_fourth {Z : ℝ} (hZ : 0 < Z) (k : ℕ) :
    ∫ r in Ioi (0 : ℝ), circularRadial Z (k + 1) r ^ 2 / r ^ 4 =
      ((2 * k).factorial : ℝ) / decayRate Z (k + 1) ^ (2 * k + 1) := by
  rw [← integral_pow_mul_exp (2 * k) (decayRate_pos hZ (k + 1))]
  refine setIntegral_congr_fun measurableSet_Ioi ?_
  intro r hr
  have hr0 : r ≠ 0 := ne_of_gt hr
  change circularRadial Z (k + 1) r ^ 2 / r ^ 4 =
    r ^ (2 * k) * Real.exp (-(decayRate Z (k + 1) * r))
  rw [circularRadial_sq, show 2 * (k + 1) + 2 = 2 * k + 4 by ring, pow_add]
  field_simp
```

## Convergence, and the failure at \(l=0\)

The condition \(l\ge 1\) is exactly what convergence requires. For an s state, \(l=0\), the integrand is

\[
\frac{P_0(r)^2}{r^4}=\frac{e^{-2Zr}}{r^2}.
\]

On \(0<r<1\) the exponential is at least \(e^{-2Z}\), so

\[
\frac1{r^2}\le e^{2Z}\,\frac{P_0(r)^2}{r^4}.
\]

Since \(\int_\varepsilon^1 r^{-2}dr=1/\varepsilon-1\) grows without bound as \(\varepsilon\to0\), the integral of \(P_0^2/r^4\) diverges as well. The 1s state thus has no finite mean of \(r^{-4}\), and the pure \(r^{-4}\) potential has no finite first-order shift there.

For \(l\ge1\) the integrand \(r^{2l-2}e^{-a_l r}\) is bounded near the origin and decays exponentially, so the integral converges.

The first half of the Lean proof is the comparison above: `Integrable.mono'` transfers integrability to \(r^{-2}\) on the unit interval, where Mathlib's criterion for powers refutes it. The second half takes a shorter route than the estimate by hand. Mathlib gives a non-integrable function the integral zero, whereas the integral just computed is positive, so the function must be integrable.

```lean
/-- The `r⁻⁴` integral of a circular state converges exactly when `l ≥ 1`. -/
theorem integrable_inverse_fourth_iff {Z : ℝ} (hZ : 0 < Z) (l : ℕ) :
    IntegrableOn (fun r => circularRadial Z l r ^ 2 / r ^ 4) (Ioi 0) ↔ 1 ≤ l := by
  constructor
  · intro h
    by_contra hl
    obtain rfl : l = 0 := by omega
    have h0 : decayRate Z 0 = 2 * Z := by simp [decayRate]
    -- near the nucleus the integrand dominates a multiple of `r⁻²`
    have hg := (h.mono_set (Ioo_subset_Ioi_self : Ioo (0 : ℝ) 1 ⊆ Ioi 0)).const_mul
      (Real.exp (2 * Z))
    have hi : IntegrableOn (fun r : ℝ => r ^ (-2 : ℝ)) (Ioo 0 1) := by
      refine Integrable.mono' hg
        (by fun_prop : Measurable fun r : ℝ => r ^ (-2 : ℝ)).aestronglyMeasurable ?_
      refine ae_restrict_of_forall_mem measurableSet_Ioo ?_
      intro r hr
      have hr0 : 0 < r := hr.1
      have e : Real.exp (2 * Z) * (circularRadial Z 0 r ^ 2 / r ^ 4) =
          Real.exp (2 * Z - 2 * Z * r) * (r ^ 2)⁻¹ := by
        rw [circularRadial_sq, h0, sub_eq_add_neg, Real.exp_add]
        field_simp
      have h1 : 1 ≤ Real.exp (2 * Z - 2 * Z * r) :=
        Real.one_le_exp (by nlinarith [mul_pos hZ (sub_pos.2 hr.2)])
      rw [Real.norm_of_nonneg (by positivity), Real.rpow_neg hr0.le, Real.rpow_two, e]
      exact le_mul_of_one_le_left (by positivity) h1
    have := (intervalIntegral.integrableOn_Ioo_rpow_iff one_pos).1 hi
    norm_num at this
  · intro hl
    obtain ⟨k, rfl⟩ : ∃ k, l = k + 1 := ⟨l - 1, by omega⟩
    -- a non-zero value of the integral certifies convergence
    by_contra h
    have hv := integral_inverse_fourth hZ k
    rw [integral_undef h] at hv
    have hf : (0 : ℝ) < ((2 * k).factorial : ℝ) := by exact_mod_cast Nat.factorial_pos _
    exact (div_pos hf (pow_pos (decayRate_pos hZ (k + 1)) _)).ne hv
```

## The quotient of the factorials

For \(l\ge1\), division of the two integrals gives

\[
\langle r^{-4}\rangle=\frac{(2l-2)!}{a_l^{2l-1}}\cdot\frac{a_l^{2l+3}}{(2l+2)!}
=\frac{a_l^4}{(2l-1)(2l)(2l+1)(2l+2)} .
\]

`circular_inverse_fourth_mean` assumes `0 < Z` and `1 ≤ l` and concludes two things: the \(r^{-4}\) integral converges, and the mean has this value. The factor \(2l-1\) is formed in the real numbers, as the coercion `(l : ℝ)` shows.

In the proof \(l=k+1\) again. The step `hf` splits four factors off \((2k+4)!\), `hd` rewrites the denominator in terms of \(k\), and `key` is the final cancellation of the common factorial and the common power of the rate.

```lean
/-- In a circular state with `l ≥ 1` the `r⁻⁴` integral converges, and the mean of `r⁻⁴` is
`(2Z/(l+1))⁴ / ((2l-1)(2l)(2l+1)(2l+2))`. -/
theorem circular_inverse_fourth_mean {Z : ℝ} (hZ : 0 < Z) {l : ℕ} (hl : 1 ≤ l) :
    IntegrableOn (fun r => circularRadial Z l r ^ 2 / r ^ 4) (Ioi 0) ∧
    inverseFourthMean Z l = (2 * Z / ((l : ℝ) + 1)) ^ 4 /
      ((2 * (l : ℝ) - 1) * (2 * l) * (2 * l + 1) * (2 * l + 2)) := by
  refine ⟨(integrable_inverse_fourth_iff hZ l).2 hl, ?_⟩
  obtain ⟨k, rfl⟩ : ∃ k, l = k + 1 := ⟨l - 1, by omega⟩
  have ha := decayRate_pos hZ (k + 1)
  have hf : ((2 * (k + 1) + 2).factorial : ℝ) =
      ((2 * (k : ℝ) + 1) * (2 * k + 2) * (2 * k + 3) * (2 * k + 4)) *
        ((2 * k).factorial : ℝ) := by
    rw [show 2 * (k + 1) + 2 = 2 * k + 1 + 1 + 1 + 1 by ring]
    simp only [Nat.factorial_succ]
    push_cast
    ring
  have hd : (2 * ((k + 1 : ℕ) : ℝ) - 1) * (2 * ((k + 1 : ℕ) : ℝ)) *
      (2 * ((k + 1 : ℕ) : ℝ) + 1) * (2 * ((k + 1 : ℕ) : ℝ) + 2) =
      (2 * (k : ℝ) + 1) * (2 * k + 2) * (2 * k + 3) * (2 * k + 4) := by
    push_cast
    ring
  have key : ∀ f A b D : ℝ, f ≠ 0 → A ≠ 0 → b ≠ 0 → D ≠ 0 →
      f / A / (D * f / (A * b)) = b / D := by
    intro f A b D h1 h2 h3 h4
    field_simp
  change _ = decayRate Z (k + 1) ^ 4 / _
  -- the ratio of the two factorials leaves four consecutive factors
  rw [hd, inverseFourthMean, integral_inverse_fourth hZ k]
  simp only [circularRadial_sq]
  rw [integral_pow_mul_exp _ ha, hf,
    show 2 * (k + 1) + 2 + 1 = (2 * k + 1) + 4 by ring, pow_add _ (2 * k + 1) 4]
  exact key _ _ _ _ (by exact_mod_cast Nat.factorial_ne_zero _)
    (pow_pos ha _).ne' (pow_pos ha _).ne' (by positivity)
```

The smallest case can be worked out directly. For the 2p state of hydrogen, \(Z=1\) and \(l=1\), so \(a_1=1\) and \(P_1^2=r^4e^{-r}\). The two integrals are

\[
\int_0^\infty e^{-r}\,dr=1,\qquad \int_0^\infty r^4e^{-r}\,dr=24,
\]

and the mean is \(1/24\). The formula agrees: \(1^4/(1\cdot2\cdot3\cdot4)=1/24\).

## The energy shift

The constant \(-\alpha/2\) comes out of the integral, so

\[
\Delta E=-\frac{\alpha}{2}\,\langle r^{-4}\rangle .
\]

With the values \(Z=1\), \(l=1\) this is \(-\alpha/48\). Multiplying by the denominator of the mean gives the form that is proved:

\[
(2l-1)(2l)(2l+1)(2l+2)\,\Delta E=-\frac{\alpha}{2}\left(\frac{2Z}{l+1}\right)^4 .
\]

In this form the assumption \(l\ge1\) is visibly at work: at \(l=0\) the left side would vanish for any finite value of \(\Delta E\), while the right side would be \(-8\alpha Z^4\), which is non-zero unless \(\alpha=0\). The theorem holds for every real `α`; a core in its ground state has \(\alpha\ge 0\), and the shift of the electron's level is then downward or zero. In the proof, `hs` is the extraction of the constant, and the last line inserts the mean and clears the denominator.

```lean
/-- The first-order polarisation shift of a circular state with `l ≥ 1`, multiplied by
`(2l-1)(2l)(2l+1)(2l+2)`, equals `-(α/2)(2Z/(l+1))⁴`. -/
theorem polarisation_shift (α : ℝ) {Z : ℝ} (hZ : 0 < Z) {l : ℕ} (hl : 1 ≤ l) :
    (2 * (l : ℝ) - 1) * (2 * l) * (2 * l + 1) * (2 * l + 2) * polarisationShift α Z l =
      -(α / 2) * (2 * Z / ((l : ℝ) + 1)) ^ 4 := by
  have hs : polarisationShift α Z l = -(α / 2) * inverseFourthMean Z l := by
    unfold polarisationShift inverseFourthMean
    rw [← mul_div_assoc, ← integral_const_mul]
    congr 2
    funext r
    unfold polarisationPotential
    ring
  have hl' : (1 : ℝ) ≤ l := by exact_mod_cast hl
  have hp : 0 < 2 * (l : ℝ) - 1 := by linarith
  have hD : (2 * (l : ℝ) - 1) * (2 * l) * (2 * l + 1) * (2 * l + 2) ≠ 0 := by positivity
  rw [hs, (circular_inverse_fourth_mean hZ hl).2, mul_left_comm, mul_div_cancel₀ _ hD]
```

## Large angular momentum and the Bohr orbit

The Bohr orbit with \(n=l+1\) has radius \((l+1)^2/Z\). Multiplying the mean by the fourth power of this radius removes the charge. With \(x=1/(l+1)\),

\[
\langle r^{-4}\rangle\left(\frac{(l+1)^2}{Z}\right)^4
=\frac{16\,(l+1)^4}{(2l-1)(2l)(2l+1)(2l+2)}
=\frac{16}{(2-3x)(2-2x)(2-x)\,2}.
\]

As \(l\to\infty\), \(x\to0\) and the expression tends to \(16/16=1\). The mean of \(r^{-4}\) thus approaches the value for an electron on the classical circular orbit. The approach is slow: the ratio is \(32/3\) at \(l=1\) and still about \(1.33\) at \(l=10\).

The Lean proof follows the same substitution. `hc` is continuity at \(x=0\), and `h1`, `h2` and `h3` express the three factors containing \(x\) through \(l\). The formula for the mean is needed only from \(l=1\) onwards, which is enough for a limit.

```lean
/-- For large `l` the mean of `r⁻⁴` approaches the inverse fourth power of the Bohr orbit
radius `(l+1)²/Z`, in the sense that their ratio tends to one. -/
theorem rydberg_limit {Z : ℝ} (hZ : 0 < Z) :
    Tendsto (fun l : ℕ => inverseFourthMean Z l * (((l : ℝ) + 1) ^ 2 / Z) ^ 4)
      atTop (nhds 1) := by
  have hc : Tendsto (fun x : ℝ => 16 / ((2 - 3 * x) * (2 - 2 * x) * (2 - x) * 2))
      (nhds 0) (nhds 1) := by
    have h : ContinuousAt
        (fun x : ℝ => 16 / ((2 - 3 * x) * (2 - 2 * x) * (2 - x) * 2)) 0 :=
      ContinuousAt.div continuousAt_const (by fun_prop) (by norm_num)
    convert h.tendsto using 2
    norm_num
  -- the ratio is a continuous function of `1/(l+1)`
  refine (hc.comp (tendsto_one_div_add_atTop_nhds_zero_nat (𝕜 := ℝ))).congr' ?_
  filter_upwards [eventually_ge_atTop 1] with l hl
  have hl' : (1 : ℝ) ≤ l := by exact_mod_cast hl
  have hl0 : (l : ℝ) ≠ 0 := by positivity
  have hp : 2 * (l : ℝ) - 1 ≠ 0 := by linarith
  have hn : (l : ℝ) + 1 ≠ 0 := by positivity
  have hx : 1 / ((l : ℝ) + 1) * ((l : ℝ) + 1) = 1 := div_mul_cancel₀ 1 hn
  have h1 : 2 - 3 * (1 / ((l : ℝ) + 1)) = (2 * l - 1) / ((l : ℝ) + 1) := by
    rw [eq_div_iff hn]
    linear_combination (-3) * hx
  have h2 : 2 - 2 * (1 / ((l : ℝ) + 1)) = (2 * l) / ((l : ℝ) + 1) := by
    rw [eq_div_iff hn]
    linear_combination (-2) * hx
  have h3 : 2 - 1 / ((l : ℝ) + 1) = (2 * l + 1) / ((l : ℝ) + 1) := by
    rw [eq_div_iff hn]
    linear_combination (-1) * hx
  rw [(circular_inverse_fourth_mean hZ hl).2, Function.comp_apply, h1, h2, h3,
    show 2 * (l : ℝ) + 2 = 2 * (l + 1) by ring]
  field_simp
  ring

end

end CircularStatePolarisation
```

```lean
#print axioms CircularStatePolarisation.polarisation_shift
#print axioms CircularStatePolarisation.rydberg_limit
```

```
'CircularStatePolarisation.polarisation_shift' depends on axioms: [propext, Classical.choice, Quot.sound]
'CircularStatePolarisation.rydberg_limit' depends on axioms: [propext, Classical.choice, Quot.sound]
```
